# Single Gaussians in the core potential −g exp(−b r²)/r²: energies fall without bound for g > 3/8

When a basis is extended by tighter s-type Gaussians and the core potential contains an attractive term −g exp(−b r²)/r², it is worth checking whether the energy settles or keeps falling. For one electron in this term alone, in atomic units and with b ≥ 0, the energy of a single Gaussian exp(−a r²) has a closed form. As a → ∞ it tends to −∞ if g > 3/8 and to +∞ if g < 3/8. By the variational principle, in this one-electron model with g > 3/8, the lowest energy in the basis falls without bound as Gaussians with exponents a → ∞ are added. A value g < 3/8 does not rule this out, because linear combinations of Gaussians can reach lower energies than any single one.

## The energy and its ingredients

```lean
import Mathlib

open MeasureTheory Filter Set Topology

namespace InverseSquareCore

noncomputable section

/-- Three-dimensional position space. -/
abbrev Space := EuclideanSpace ℝ (Fin 3)
```

`Space` is ordinary three-dimensional space. For a position x, the norm `‖x‖` is the radius r.

```lean
/-- The energy quotient (½∫|∇u|² + ∫V u²) / ∫u² of a real trial function `u` in the potential `V`,
in atomic units. It has this meaning when `u` is differentiable, the three integrals converge and
∫u² ≠ 0. -/
def energyQuotient (V u : Space → ℝ) : ℝ :=
  (1 / 2 * (∫ x, ‖gradient u x‖ ^ 2) + ∫ x, V x * u x ^ 2) / ∫ x, u x ^ 2
```

For a potential V and a real trial function u, this is the energy expectation value in atomic units:

E = (½∫|∇u|² + ∫V u²) / ∫u²

Dividing by ∫u² takes care of normalisation.

```lean
/-- The s-type Gaussian exp(-a r²). -/
def gaussian (a : ℝ) (x : Space) : ℝ := Real.exp (-a * ‖x‖ ^ 2)
```

The trial function is u = exp(−a r²), without a prefactor. Its normalised form is (2a/π)^(3/4) exp(−a r²), which has the same E.

```lean
/-- The core-potential term -g exp(-b r²)/r², for r ≠ 0. -/
def corePotential (g b : ℝ) (x : Space) : ℝ :=
  -g * Real.exp (-b * ‖x‖ ^ 2) / ‖x‖ ^ 2
```

The number g is the strength of the core term, attractive when g > 0. The exponent b confines it to distances of order 1/√b, and b = 0 gives the bare inverse-square potential.

```lean
/-- The radial moment ∫₀^∞ rⁿ exp(-c r²) dr, for c > 0. -/
def moment (n : ℕ) (c : ℝ) : ℝ := ∫ r in Ioi (0 : ℝ), r ^ n * Real.exp (-c * r ^ 2)
```

This is the radial integral M(n, c) = ∫₀^∞ rⁿ exp(−c r²) dr.

```lean
/-- The area of the unit sphere, as three times the volume of the unit ball. -/
def sphereArea : ℝ := 3 * (volume : Measure Space).real (Metric.ball 0 1)
```

The sphere area S is 4π, written as three times the volume of the unit ball. Its value is never needed, because S cancels in E.

## From space to the half-line

```lean
/-- The integral of a radial function over space is the sphere area times its
integral over the radius with weight r². -/
theorem integral_radial (f : ℝ → ℝ) :
    ∫ x : Space, f ‖x‖ = sphereArea * ∫ r in Ioi (0 : ℝ), r ^ 2 * f r := by
  have h := integral_fun_norm_addHaar (volume : Measure Space) f
  rw [h, sphereArea]
  simp only [finrank_euclideanSpace_fin, nsmul_eq_mul, smul_eq_mul, Nat.cast_ofNat,
    mul_assoc, Nat.reduceSub]
```

For a function f of the radius,

∫ f(|x|) d³x = S ∫₀^∞ r² f(r) dr.

The Mathlib theorem behind this, `integral_fun_norm_addHaar`, deserves a closer look. In d dimensions it gives the prefactor d · vol(unit ball) and the weight r^(d−1), so no angles have to be introduced; `simp only` then sets d = 3. It applies to every f, with no condition of convergence, so convergence needs a separate proof. It also needs the integrand as an explicit function of the radius, which is why later proofs pass expressions such as `fun r => ...` to `integral_radial`.

```lean
/-- For c > 0, raising the power of r by two multiplies a Gaussian moment
by (n+1)/(2c). -/
theorem moment_add_two (n : ℕ) {c : ℝ} (hc : 0 < c) :
    moment (n + 2) c = ((n : ℝ) + 1) / (2 * c) * moment n c := by
  -- every moment is a Gamma function value times a power of c and 1/2
  have key : ∀ m : ℕ, moment m c =
      c ^ (-((m : ℝ) + 1) / 2) * (1 / 2) * Real.Gamma (((m : ℝ) + 1) / 2) := by
    intro m
    have hm : (0 : ℝ) ≤ m := m.cast_nonneg
    rw [← integral_rpow_mul_exp_neg_mul_rpow (p := 2) (q := (m : ℝ)) two_pos
      (by linarith) hc, moment]
    refine setIntegral_congr_fun measurableSet_Ioi (fun r _ => ?_)
    simp only [Real.rpow_natCast, Real.rpow_two]
  have hn : ((n : ℝ) + 1) / 2 ≠ 0 := by positivity
  have e1 : -(((n + 2 : ℕ) : ℝ) + 1) / 2 = -((n : ℝ) + 1) / 2 - 1 := by
    push_cast; ring
  have e2 : (((n + 2 : ℕ) : ℝ) + 1) / 2 = ((n : ℝ) + 1) / 2 + 1 := by
    push_cast; ring
  rw [key, key, e1, e2, Real.rpow_sub_one hc.ne', Real.Gamma_add_one hn]
  ring
```

A hypothesis such as `hc : 0 < c` is a named assumption, and the statement stands between the colon after the last bracketed assumption and `:=`. By hand, integrate by parts:

M(n+2, c) = [−r^(n+1) exp(−c r²)/(2c)]₀^∞ + (n+1)/(2c) · M(n, c)

The boundary term vanishes. Lean takes another route: `key` writes each moment as ½ c^(−(n+1)/2) Γ((n+1)/2), and Γ(z+1) = zΓ(z) gives the same factor.

```lean
/-- The density, the squared gradient and the potential energy density of the
Gaussian, as functions of the radius. -/
theorem densities (a b g : ℝ) (x : Space) :
    gaussian a x ^ 2 = Real.exp (-(2 * a) * ‖x‖ ^ 2) ∧
    ‖gradient (gaussian a) x‖ ^ 2 =
      4 * a ^ 2 * (‖x‖ ^ 2 * Real.exp (-(2 * a) * ‖x‖ ^ 2)) ∧
    corePotential g b x * gaussian a x ^ 2 =
      -g * (Real.exp (-(2 * a + b) * ‖x‖ ^ 2) / ‖x‖ ^ 2) := by
  have h1 : Real.exp (-(2 * a) * ‖x‖ ^ 2) = Real.exp (-a * ‖x‖ ^ 2) ^ 2 := by
    rw [pow_two (Real.exp _), ← Real.exp_add]
    congr 1; ring
  have h2 : Real.exp (-(2 * a + b) * ‖x‖ ^ 2) =
      Real.exp (-b * ‖x‖ ^ 2) * Real.exp (-a * ‖x‖ ^ 2) ^ 2 := by
    rw [← h1, ← Real.exp_add]
    congr 1; ring
  refine ⟨h1.symm, ?_, ?_⟩
  · have h := (((hasStrictFDerivAt_norm_sq x).hasFDerivAt).const_mul (-a)).exp
    have e : fderiv ℝ (gaussian a) x =
        (-(2 * a) * Real.exp (-a * ‖x‖ ^ 2)) • innerSL ℝ x := by
      rw [show fderiv ℝ (gaussian a) x = _ from h.fderiv]
      module
    rw [gradient, LinearIsometryEquiv.norm_map, e, norm_smul, innerSL_apply_norm,
      mul_pow, Real.norm_eq_abs, sq_abs, h1]
    ring
  · rw [h2, corePotential, gaussian]
    ring
```

The symbol `∧` means "and". Since ∇u = −2a x exp(−a r²), the three densities are

u² = exp(−2a r²)
|∇u|² = 4a² r² exp(−2a r²)
V u² = −g exp(−(2a+b) r²)/r².

Lean first finds the derivative as a linear map, a multiple of the inner product with x (`innerSL ℝ x`), and then uses that the gradient has the same norm. The exponentials are combined in `h1` and `h2`.

```lean
/-- For a > 0 and b ≥ 0 the norm, kinetic and potential integrals of the Gaussian
all converge. -/
theorem integrable_densities {a b : ℝ} (g : ℝ) (ha : 0 < a) (hb : 0 ≤ b) :
    Integrable (fun x => gaussian a x ^ 2) ∧
    Integrable (fun x => ‖gradient (gaussian a) x‖ ^ 2) ∧
    Integrable (fun x => corePotential g b x * gaussian a x ^ 2) := by
  have rad : ∀ f : ℝ → ℝ, IntegrableOn (fun r => r ^ 2 * f r) (Ioi 0) →
      Integrable (fun x : Space => f ‖x‖) := by
    intro f h
    refine (integrable_fun_norm_addHaar (μ := (volume : Measure Space)) (f := f)).2 ?_
    simpa only [finrank_euclideanSpace_fin, smul_eq_mul, Nat.reduceSub] using h
  have mom : ∀ (n : ℕ) (c : ℝ), 0 < c →
      IntegrableOn (fun r : ℝ => r ^ n * Real.exp (-c * r ^ 2)) (Ioi 0) := by
    intro n c hc
    have hn : (0 : ℝ) ≤ n := n.cast_nonneg
    simpa only [Real.rpow_natCast] using
      integrableOn_rpow_mul_exp_neg_mul_sq hc (s := (n : ℝ)) (by linarith)
  rw [funext fun x => (densities a b g x).1, funext fun x => (densities a b g x).2.1,
    funext fun x => (densities a b g x).2.2]
  refine ⟨rad (fun r => Real.exp (-(2 * a) * r ^ 2)) (mom 2 _ (by positivity)),
    rad (fun r => 4 * a ^ 2 * (r ^ 2 * Real.exp (-(2 * a) * r ^ 2))) ?_,
    rad (fun r => -g * (Real.exp (-(2 * a + b) * r ^ 2) / r ^ 2)) ?_⟩
  · refine IntegrableOn.congr_fun (Integrable.const_mul (mom 4 (2 * a) (by positivity))
      (4 * a ^ 2)) (fun r _ => ?_) measurableSet_Ioi
    ring
  · refine IntegrableOn.congr_fun (Integrable.const_mul (mom 0 (2 * a + b) (by positivity))
      (-g)) (fun r hr => ?_) measurableSet_Ioi
    have hr0 : r ≠ 0 := ne_of_gt hr
    field_simp
```

With the weight r², the radial integrands are multiples of r² exp(−2a r²), r⁴ exp(−2a r²) and exp(−(2a+b) r²). The weight has removed the singularity 1/r², and all three converge. In the proof, `mom` supplies the convergence on the half-line and `rad` carries it back to space. This matters because Lean assigns the value 0 to a divergent integral.

## The energy in closed form

```lean
/-- For a > 0 and b ≥ 0 the energy quotient is a(3/2 - 4g s) with
s = √(2a/(2a+b)). -/
theorem energy_scaled {a b : ℝ} (g : ℝ) (ha : 0 < a) (hb : 0 ≤ b) :
    energyQuotient (corePotential g b) (gaussian a) =
      a * (3 / 2 - 4 * g * √(2 * a / (2 * a + b))) := by
  have h2a : 0 < 2 * a := by positivity
  have hab : 0 < 2 * a + b := by positivity
  -- the three integrals in terms of radial moments
  have hN : ∫ x, gaussian a x ^ 2 = sphereArea * moment 2 (2 * a) := by
    rw [funext fun x => (densities a b g x).1]
    exact integral_radial (fun r => Real.exp (-(2 * a) * r ^ 2))
  have hT : ∫ x, ‖gradient (gaussian a) x‖ ^ 2 =
      sphereArea * (4 * a ^ 2 * moment 4 (2 * a)) := by
    rw [funext fun x => (densities a b g x).2.1, moment, ← integral_const_mul]
    refine (integral_radial
      (fun r => 4 * a ^ 2 * (r ^ 2 * Real.exp (-(2 * a) * r ^ 2)))).trans ?_
    congr 1
    refine setIntegral_congr_fun measurableSet_Ioi (fun r _ => ?_)
    ring
  have hV : ∫ x, corePotential g b x * gaussian a x ^ 2 =
      sphereArea * (-g * moment 0 (2 * a + b)) := by
    rw [funext fun x => (densities a b g x).2.2, moment, ← integral_const_mul]
    refine (integral_radial
      (fun r => -g * (Real.exp (-(2 * a + b) * r ^ 2) / r ^ 2))).trans ?_
    congr 1
    refine setIntegral_congr_fun measurableSet_Ioi (fun r hr => ?_)
    have hr0 : r ≠ 0 := ne_of_gt hr
    field_simp
  have m0 : ∀ c : ℝ, moment 0 c = √Real.pi / √c / 2 := by
    intro c
    rw [← Real.sqrt_div Real.pi_pos.le, ← integral_gaussian_Ioi, moment]
    simp only [pow_zero, one_mul]
  have m2 : moment 2 (2 * a) = 1 / (2 * (2 * a)) * moment 0 (2 * a) :=
    (moment_add_two 0 h2a).trans (by push_cast; ring)
  have m4 : moment 4 (2 * a) = 3 / (2 * (2 * a)) * moment 2 (2 * a) :=
    (moment_add_two 2 h2a).trans (by push_cast; ring)
  have hS : sphereArea ≠ 0 := mul_ne_zero three_ne_zero
    (ENNReal.toReal_pos (Metric.measure_ball_pos volume _ one_pos).ne'
      measure_ball_lt_top.ne).ne'
  -- the sphere area and √π cancel
  have alg : ∀ S P p q : ℝ, S ≠ 0 → P ≠ 0 → p ≠ 0 → q ≠ 0 →
      (1 / 2 * (S * (4 * a ^ 2 * (3 / (2 * (2 * a)) * (1 / (2 * (2 * a)) * (P / p / 2)))))
        + S * (-g * (P / q / 2))) / (S * (1 / (2 * (2 * a)) * (P / p / 2))) =
      a * (3 / 2 - 4 * g * (p / q)) := by
    intro S P p q h1 h2 h3 h4
    field_simp
    ring
  rw [energyQuotient, hN, hT, hV, m4, m2, m0, m0, Real.sqrt_div h2a.le]
  exact alg _ _ _ _ hS (Real.sqrt_pos.2 Real.pi_pos).ne' (Real.sqrt_pos.2 h2a).ne'
    (Real.sqrt_pos.2 hab).ne'
```

The three integrals are

∫u² = S M(2, 2a)
∫|∇u|² = 4a² S M(4, 2a)
∫V u² = −g S M(0, 2a+b).

The moments follow from M(0, c) = ½√(π/c) and the recurrence:

M(2, 2a) = M(0, 2a)/(4a)
M(4, 2a) = 3M(2, 2a)/(4a)

The kinetic part of E is therefore ½ · 4a² · 3/(4a) = 3a/2. The potential part is

−g M(0, 2a+b)/M(2, 2a) = −4ag M(0, 2a+b)/M(0, 2a) = −4ag s, with s = √(2a/(2a+b)).

Together,

E = a(3/2 − 4g s).

In the code, `hN`, `hT` and `hV` are the three integrals, and `m0`, `m2` and `m4` are the moments. The step `alg` does the cancellation, with S, √π, √(2a) and √(2a+b) treated as arbitrary non-zero numbers.

```lean
/-- For a > 0 and b ≥ 0 the energy quotient of exp(-a r²) in the potential
-g exp(-b r²)/r² is 3a/2 - 2g(2a)^(3/2)/√(2a+b). -/
theorem energy_gaussian {a b : ℝ} (g : ℝ) (ha : 0 < a) (hb : 0 ≤ b) :
    energyQuotient (corePotential g b) (gaussian a) =
      3 * a / 2 - 2 * g * (2 * a) ^ (3 / 2 : ℝ) / √(2 * a + b) := by
  have h2a : 0 < 2 * a := by positivity
  rw [energy_scaled g ha hb, Real.sqrt_div h2a.le,
    show (3 / 2 : ℝ) = 1 + 1 / 2 by norm_num, Real.rpow_add h2a, Real.rpow_one,
    ← Real.sqrt_eq_rpow]
  ring
```

Since 4a s = 2 · 2a · √(2a)/√(2a+b), the same energy reads

E = 3a/2 − 2g(2a)^(3/2)/√(2a+b).

It holds for every real g, every a > 0 and every b ≥ 0.

## Tight functions

```lean
/-- The factor √(2a/(2a+b)) tends to one as the Gaussian becomes tight. -/
theorem tendsto_factor (b : ℝ) :
    Tendsto (fun a : ℝ => √(2 * a / (2 * a + b))) atTop (𝓝 1) := by
  have h1 : Tendsto (fun a : ℝ => 2 * a + b) atTop atTop :=
    tendsto_atTop_add_const_right _ b (tendsto_id.const_mul_atTop two_pos)
  have h2 := (tendsto_const_nhds (x := (1 : ℝ))).sub
    ((tendsto_const_nhds (x := b)).div_atTop h1)
  rw [sub_zero] at h2
  have h3 : Tendsto (fun a : ℝ => 2 * a / (2 * a + b)) atTop (𝓝 1) := by
    refine h2.congr' ?_
    filter_upwards [h1.eventually_gt_atTop 0] with a ha
    rw [eq_div_iff ha.ne', sub_mul, div_mul_cancel₀ _ ha.ne']
    ring
  have h4 := h3.sqrt
  rwa [Real.sqrt_one] at h4
```

`Tendsto f atTop (𝓝 1)` says that f(a) → 1 as a → ∞. Here 2a/(2a+b) = 1 − b/(2a+b) → 1, and the square root is continuous.

```lean
/-- For b ≥ 0, as a → ∞ the energy quotient tends to minus infinity if g > 3/8
and to plus infinity if g < 3/8. -/
theorem tight_limits {b : ℝ} (g : ℝ) (hb : 0 ≤ b) :
    (3 / 8 < g → Tendsto (fun a => energyQuotient (corePotential g b) (gaussian a))
      atTop atBot) ∧
    (g < 3 / 8 → Tendsto (fun a => energyQuotient (corePotential g b) (gaussian a))
      atTop atTop) := by
  have lim := (tendsto_const_nhds (x := (3 / 2 : ℝ))).sub
    ((tendsto_factor b).const_mul (4 * g))
  constructor <;> intro hg
  · refine (tendsto_id.atTop_mul_neg (by linarith) lim).congr' ?_
    filter_upwards [eventually_gt_atTop 0] with a ha
    exact (energy_scaled g ha hb).symm
  · refine (tendsto_id.atTop_mul_pos (by linarith) lim).congr' ?_
    filter_upwards [eventually_gt_atTop 0] with a ha
    exact (energy_scaled g ha hb).symm
```

The bracket in E tends to 3/2 − 4g, which is negative for g > 3/8 and positive for g < 3/8. Multiplied by a → ∞, it gives −∞ (`atBot`) or +∞ (`atTop`). The formula for E requires a > 0, and `filter_upwards` records that agreement for such a is enough for a limit at infinity.

```lean
/-- For b ≥ 0 and g = 3/8 the energy quotient tends to 3b/8 as a → ∞. -/
theorem critical_limit {b : ℝ} (hb : 0 ≤ b) :
    Tendsto (fun a => energyQuotient (corePotential (3 / 8) b) (gaussian a))
      atTop (𝓝 (3 * b / 8)) := by
  have hs := tendsto_factor b
  have lim := ((hs.pow 2).const_mul (3 / 4 * b)).div
    ((tendsto_const_nhds (x := (1 : ℝ))).add hs) (by norm_num)
  rw [show 3 / 4 * b * 1 ^ 2 / (1 + 1) = 3 * b / 8 by ring] at lim
  refine lim.congr' ?_
  filter_upwards [eventually_gt_atTop 0] with a ha
  have hab : 0 < 2 * a + b := by positivity
  have h0 := Real.sqrt_nonneg (2 * a / (2 * a + b))
  have hsq : √(2 * a / (2 * a + b)) ^ 2 * (2 * a + b) = 2 * a := by
    rw [Real.sq_sqrt (by positivity), div_mul_cancel₀ _ hab.ne']
  rw [energy_scaled _ ha hb]
  -- clear the denominator 1 + s; the rest follows from `hsq`
  refine (div_eq_iff (by positivity)).2 ?_
  linear_combination (3 / 4) * hsq
```

At g = 3/8 the terms linear in a cancel in the limit. Using 1 − s² = b/(2a+b) and a/(2a+b) = s²/2,

E = (3a/2)(1 − s) = (3a/2)(1 − s²)/(1 + s) = (3b/4) s²/(1 + s) → 3b/8.

The proof takes the limit of the last expression and then identifies it with E; `linear_combination` checks the algebra from s²(2a+b) = 2a.

```lean
/-- For a > 0, b ≥ 0 and g ≤ 3/8 the energy quotient of the Gaussian is
non-negative. -/
theorem energy_nonneg {a b g : ℝ} (ha : 0 < a) (hb : 0 ≤ b) (hg : g ≤ 3 / 8) :
    0 ≤ energyQuotient (corePotential g b) (gaussian a) := by
  have hab : 0 < 2 * a + b := by positivity
  have h0 := Real.sqrt_nonneg (2 * a / (2 * a + b))
  have h1 : √(2 * a / (2 * a + b)) ≤ 1 := by
    rw [Real.sqrt_le_iff, one_pow, div_le_iff₀ hab]
    exact ⟨zero_le_one, by linarith⟩
  rw [energy_scaled g ha hb]
  exact mul_nonneg ha.le (by nlinarith [mul_nonneg (sub_nonneg.2 hg) h0])

end

end InverseSquareCore
```

Because 0 ≤ s ≤ 1, the condition g ≤ 3/8 gives 4g s ≤ (3/2)s ≤ 3/2, so E ≥ 0. This concerns one Gaussian at a time. For linear combinations of s-type Gaussians the threshold is lower: their energies have no lower bound once g > 1/8, while for g ≤ 1/8 Hardy's inequality keeps them non-negative. Neither statement is proved here.

```lean
#print axioms InverseSquareCore.energy_gaussian
-- 'InverseSquareCore.energy_gaussian' depends on axioms: [propext, Classical.choice, Quot.sound]
#print axioms InverseSquareCore.tight_limits
-- 'InverseSquareCore.tight_limits' depends on axioms: [propext, Classical.choice, Quot.sound]
#print axioms InverseSquareCore.critical_limit
-- 'InverseSquareCore.critical_limit' depends on axioms: [propext, Classical.choice, Quot.sound]
#print axioms InverseSquareCore.energy_nonneg
-- 'InverseSquareCore.energy_nonneg' depends on axioms: [propext, Classical.choice, Quot.sound]
```
